# Projecting a density matrix onto an auxiliary basis can destroy its idempotency

The theorem takes one primary and one auxiliary function, both normalised, with a real overlap `c` strictly between 0 and 1. It states that their joint 2×2 overlap matrix is positive semidefinite, and that the primary density matrix `1`, once projected onto the auxiliary function, is no longer idempotent with respect to the auxiliary overlap, which here is also `1`. The attempt proves the first part by writing the quadratic form of the overlap matrix as a sum of non-negative terms. For the second it computes the projected density as the single number c², whose square c⁴ would have to equal c², which is impossible for such a `c`.

The first attempt, which Lean rejects:

```lean
import Mathlib

open Matrix

namespace AuxiliaryDensityProjection

noncomputable section

variable {a b o : Type*} [Fintype a] [DecidableEq a] [Fintype b] [Fintype o]

/-- The density matrix `P` projected onto the auxiliary basis with overlap `A`,
where `Q` is the overlap between auxiliary and primary functions. -/
def auxDensity (A : Matrix a a ℝ) (Q : Matrix a b ℝ) (P : Matrix b b ℝ) : Matrix a a ℝ :=
  A⁻¹ * Q * P * Qᵀ * A⁻¹

/-- One normalised primary and one normalised auxiliary function with overlap strictly between zero
and one have a positive semidefinite joint overlap, but the projection of the density matrix `1` is
not idempotent. -/
theorem projection_not_idempotent {c : ℝ} (h0 : 0 < c) (h1 : c < 1) :
    (fromBlocks (1 : Matrix (Fin 1) (Fin 1) ℝ) !![c] !![c]ᵀ
      (1 : Matrix (Fin 1) (Fin 1) ℝ)).PosSemidef ∧
    auxDensity (1 : Matrix (Fin 1) (Fin 1) ℝ) !![c] (1 : Matrix (Fin 1) (Fin 1) ℝ) * 1 *
      auxDensity 1 !![c] (1 : Matrix (Fin 1) (Fin 1) ℝ) ≠
      auxDensity 1 !![c] (1 : Matrix (Fin 1) (Fin 1) ℝ) := by
  have hc : 0 < 1 - c ^ 2 := by nlinarith
  constructor
  · refine PosSemidef.of_dotProduct_mulVec_nonneg (Matrix.IsHermitian.ext ?_) fun x => ?_
    · rintro (i | i) (j | j) <;> fin_cases i <;> fin_cases j <;> simp
    · have h : star x ⬝ᵥ (fromBlocks (1 : Matrix (Fin 1) (Fin 1) ℝ) !![c] !![c]ᵀ
          (1 : Matrix (Fin 1) (Fin 1) ℝ)) *ᵥ x =
          (x (Sum.inl 0) + c * x (Sum.inr 0)) ^ 2 + (1 - c ^ 2) * x (Sum.inr 0) ^ 2 := by
        simp [dotProduct, Matrix.mulVec, Fintype.sum_sum_type]
        ring
      rw [h]
      positivity
  · -- the projected density is the number c², and c⁴ differs from c²
    have e : auxDensity (1 : Matrix (Fin 1) (Fin 1) ℝ) !![c]
        (1 : Matrix (Fin 1) (Fin 1) ℝ) = !![c ^ 2] := by
      ext i j
      fin_cases i
      fin_cases j
      simp [auxDensity, Matrix.mul_apply] <;> ring
    intro h
    rw [e, Matrix.mul_one] at h
    have h2 := congrFun (congrFun h 0) 0
    rw [Matrix.mul_apply, Fin.sum_univ_one] at h2
    change c ^ 2 * c ^ 2 = c ^ 2 at h2
    have h3 : 0 < c ^ 2 * (1 - c ^ 2) := mul_pos (pow_pos h0 2) hc
    linarith

end

end AuxiliaryDensityProjection
```

Lean reports:

```
Try this:
  [apply] ring_nf
  
  The `ring` tactic failed to close the goal. Use `ring_nf` to obtain a normal form.
    
  Note that `ring` works primarily in *commutative* rings. If you have a noncommutative ring, abelian group or module, consider using `noncomm_ring`, `abel` or `module` instead.
Main.lean:38:54: error: unsolved goals
case «0».«0»
c : ℝ
h0 : 0 < c
h1 : c < 1
hc : 0 < 1 - c ^ 2
⊢ (![c] ᵥ* !![c]ᵀ) 0 = c ^ 2
```

Diagnosis. The error lies in the proof of `e`, the step which says that the projected density is c². After `simp`, the goal still contains `(![c] ᵥ* !![c]ᵀ) 0`, an entry of a row vector times a matrix. `Matrix.mul_apply` expands entries of a product of two matrices, so it does not apply to this form. `ring` does not unfold the vector–matrix product either, and so cannot see that the entry is `c * c`. The "Try this" message reports that `ring` did not close the goal, and the error shows the equation that was left.

The repair gives `simp` two more definitions. `Matrix.vecMul` turns the entry into a dot product, and `dotProduct` turns that into a sum, which here has only one term. What remains is ordinary arithmetic in `c`, which `ring` proves. Putting `ring` on its own line instead of after `<;>` is mere tidying, as there is only one goal.

The mended proof, as a diff:

```diff
@@ -40,5 +40,6 @@
       fin_cases i
       fin_cases j
-      simp [auxDensity, Matrix.mul_apply] <;> ring
+      simp [auxDensity, Matrix.mul_apply, Matrix.vecMul, dotProduct]
+      ring
     intro h
     rw [e, Matrix.mul_one] at h
```
